# Dimension-weighted characters of a complete species list of a finite group sum to zero away from the identity

A code can split a Hamiltonian matrix into symmetry blocks by projecting onto the symmetry species (irreducible representations) of the group. If a species is missing from the list, the projections lose any states that belong to it. A sum over the character table shows such a gap.

Let $G$ be a finite group of order $|G|$. Let species $a$ be given by complex $n_a\times n_a$ matrices $D_a(g)$, with character $\chi_a(g)=\operatorname{tr}D_a(g)$. If the matrices obey the great orthogonality relation, within each species and between species, and $\sum_a n_a^2=|G|$, then

$$\sum_a n_a\,\chi_a(g)=\begin{cases}|G| & g=1,\\ 0 & g\neq 1.\end{cases}$$

## Symmetry blocks and character tables

For $C_{3v}$, with species $A_1,A_2,E$ of dimensions $1,1,2$, the sum is $1+1+4=6$ at the identity, $1+1-2=0$ at a rotation and $1-1+0=0$ at a reflection. If $A_2$ is replaced by a second copy of $A_1$, the squared dimensions still add up to 6, but the sum at a reflection becomes 2. Orthogonality between species is therefore needed as well as the sum rule.

For finite groups with ordinary complex representations, the identity ensures that the projections onto the species, which can be used to build symmetry-adapted orbitals, add up to the original state. Tables that merge complex-conjugate pairs must be split first: for $C_3$, the merged two-dimensional $E$ gives $1+4=5$ at the identity instead of 3.

## From orthogonality to completeness

The orthogonality relation reads

$$n_a\sum_g D_a(g)_{ij}D_a(g^{-1})_{kl}=|G|\,\delta_{il}\delta_{jk},$$

and for $a\ne b$ the sum $\sum_g D_a(g)_{ij}D_b(g^{-1})_{kl}$ vanishes. For unitary matrices $D_a(g^{-1})_{kl}=\overline{D_a(g)_{lk}}$, which gives the textbook form.

Arrange the matrix elements in two tables:

$$T_{(a,i,j),g}=D_a(g)_{ij},\qquad S_{g,(a,i,j)}=\frac{n_a}{|G|}D_a(g^{-1})_{ji}.$$

Their product is

$$(TS)_{(a,i,j),(b,k,l)}=\frac{n_b}{|G|}\sum_g D_a(g)_{ij}D_b(g^{-1})_{lk}=\delta_{ab}\delta_{ik}\delta_{jl}.$$

So $TS$ is the identity matrix of size $\sum_a n_a^2$. Its rank is at most that of $T$, which has $|G|$ columns, hence $\sum_a n_a^2\le|G|$ for any orthogonal list.

If equality holds, $T$ and $S$ are square, so $TS=1$ implies $ST=1$. Since $D_a(1)_{ji}=\delta_{ji}$, the row of $ST$ at the identity element is

$$\delta_{1,g}=\sum_{a,i,j}\frac{n_a}{|G|}\,\delta_{ji}\,D_a(g)_{ij}=\frac{1}{|G|}\sum_a n_a\chi_a(g).$$

Multiplying by $|G|$ gives the result.

Now let $\Gamma$ be any finite-dimensional complex representation of $G$, with character $\chi_\Gamma$. Exchanging the sums leaves only the term $g=1$:

$$\sum_a n_a\sum_g\chi_a(g)\chi_\Gamma(g^{-1})=\sum_g|G|\,\delta_{g,1}\,\chi_\Gamma(g^{-1})=|G|\dim\Gamma.$$

If $\dim\Gamma>0$, the right side is non-zero, so at least one overlap $\sum_g\chi_a(g)\chi_\Gamma(g^{-1})$ is non-zero. An irreducible representation missing from the list would have zero overlap with every listed species, by character orthogonality, so none is missing.

The same argument with matrices in place of traces gives a neighbouring result for the projectors used in block diagonalisation:

$$P_a=\frac{n_a}{|G|}\sum_g\chi_a(g^{-1})\Gamma(g),\qquad \sum_aP_a=\Gamma(1)=1.$$

This projector identity is a consequence drawn here, with no theorem of its own in the Lean code.

The smallest case is the trivial group with its single one-dimensional species, where the identity reads $1=1$. The first zero appears for a group of two elements: $1+1=2$ at the identity and $1-1=0$ at the other element.

## The Lean file

```lean
import Mathlib

open Matrix

namespace CompleteSpeciesList

noncomputable section

variable {G ι : Type*} [Group G] [Fintype G] {n : ι → ℕ}

/-- The great orthogonality relation for a list of matrix representations `D a` of sizes `n a`:
within one species the matrix elements are orthogonal with weight `card G / n a` (written here
with `n a` multiplied across), and elements of different species are orthogonal. -/
structure GreatOrthogonality (D : ∀ a, G →* Matrix (Fin (n a)) (Fin (n a)) ℂ) : Prop where
  same : ∀ (a : ι) (i j k l : Fin (n a)),
    (n a : ℂ) * ∑ g, D a g i j * D a g⁻¹ k l =
      if i = l ∧ j = k then (Fintype.card G : ℂ) else 0
  mixed : ∀ (a b : ι), a ≠ b → ∀ (i j : Fin (n a)) (k l : Fin (n b)),
    ∑ g, D a g i j * D b g⁻¹ k l = 0

/-- The table of all matrix elements: one row for each species and pair of indices, one column
for each group element. -/
def elementTable (D : ∀ a, G →* Matrix (Fin (n a)) (Fin (n a)) ℂ) :
    Matrix (Σ a, Fin (n a) × Fin (n a)) G ℂ :=
  Matrix.of fun p g => D p.1 g p.2.1 p.2.2

/-- The dual table: transposed matrix elements of the inverse group element, weighted by
`n a / card G`. -/
def dualTable (D : ∀ a, G →* Matrix (Fin (n a)) (Fin (n a)) ℂ) :
    Matrix G (Σ a, Fin (n a) × Fin (n a)) ℂ :=
  Matrix.of fun g p => (n p.1 : ℂ) / (Fintype.card G : ℂ) * D p.1 g⁻¹ p.2.2 p.2.1

variable (D : ∀ a, G →* Matrix (Fin (n a)) (Fin (n a)) ℂ)

/-- For a list obeying the great orthogonality relation, the table of matrix elements times its
dual is the identity. -/
theorem elementTable_mul_dualTable [DecidableEq ι] (h : GreatOrthogonality D) :
    elementTable D * dualTable D = 1 := by
  have hG : (Fintype.card G : ℂ) ≠ 0 := Nat.cast_ne_zero.mpr Fintype.card_ne_zero
  ext ⟨a, i, j⟩ ⟨b, k, l⟩
  have hs : ∑ g, elementTable D ⟨a, i, j⟩ g * dualTable D g ⟨b, k, l⟩ =
      (n b : ℂ) * (∑ g, D a g i j * D b g⁻¹ l k) / (Fintype.card G : ℂ) := by
    rw [Finset.mul_sum, Finset.sum_div]
    refine Finset.sum_congr rfl fun g _ => ?_
    simp only [elementTable, dualTable, Matrix.of_apply]
    ring
  rw [Matrix.mul_apply, hs]
  by_cases hab : a = b
  · subst hab
    rw [h.same]
    by_cases e : i = k ∧ j = l
    · obtain ⟨rfl, rfl⟩ := e
      rw [if_pos ⟨rfl, rfl⟩, Matrix.one_apply_eq, div_self hG]
    · have hne : (⟨a, i, j⟩ : Σ a, Fin (n a) × Fin (n a)) ≠ ⟨a, k, l⟩ := by
        intro q
        apply e
        simpa using q
      rw [if_neg e, Matrix.one_apply_ne hne, zero_div]
  · rw [h.mixed a b hab, Matrix.one_apply_ne (fun q => hab (congrArg Sigma.fst q)),
      mul_zero, zero_div]

variable [Fintype ι]

/-- The squared dimensions of a list obeying the great orthogonality relation add up to at most
the order of the group. -/
theorem sum_sq_dim_le_card (h : GreatOrthogonality D) :
    ∑ a, n a ^ 2 ≤ Fintype.card G := by
  classical
  calc ∑ a, n a ^ 2 = Fintype.card (Σ a, Fin (n a) × Fin (n a)) := by
        simp [Fintype.card_sigma, sq]
    _ = (elementTable D * dualTable D).rank := by
        rw [elementTable_mul_dualTable D h, Matrix.rank_one]
    _ ≤ (elementTable D).rank := Matrix.rank_mul_le_left _ _
    _ ≤ Fintype.card G := Matrix.rank_le_card_width _

/-- Completeness of the matrix elements: if the list obeys the great orthogonality relation and
the squared dimensions add up to the group order, the two tables also multiply to the identity
in the opposite order. -/
theorem dualTable_mul_elementTable [DecidableEq G] (h : GreatOrthogonality D)
    (hn : ∑ a, n a ^ 2 = Fintype.card G) : dualTable D * elementTable D = 1 := by
  classical
  have hc : Fintype.card G = Fintype.card (Σ a, Fin (n a) × Fin (n a)) := by
    rw [← hn]
    simp [Fintype.card_sigma, sq]
  -- the sum rule makes the tables square, so a one-sided inverse is two-sided
  let e := Fintype.equivOfCardEq hc
  have h1 : (elementTable D).submatrix e id * (dualTable D).submatrix id e = 1 := by
    rw [← Matrix.submatrix_mul _ _ e id e Function.bijective_id,
      elementTable_mul_dualTable D h, Matrix.submatrix_one_equiv]
  have h2 := mul_eq_one_comm.mp h1
  rwa [Matrix.submatrix_mul_equiv, Matrix.submatrix_id_id] at h2

/-- If the list obeys the great orthogonality relation and the squared dimensions add up to the
group order, then the characters weighted by dimension sum to the group order at the identity
and to zero at every other group element. -/
theorem sum_dim_mul_character [DecidableEq G] (h : GreatOrthogonality D)
    (hn : ∑ a, n a ^ 2 = Fintype.card G) (g : G) :
    ∑ a, (n a : ℂ) * (D a g).trace = if g = 1 then (Fintype.card G : ℂ) else 0 := by
  have hG : (Fintype.card G : ℂ) ≠ 0 := Nat.cast_ne_zero.mpr Fintype.card_ne_zero
  -- read completeness in the row of the identity element
  have key := congrFun (congrFun (dualTable_mul_elementTable D h hn) 1) g
  rw [Matrix.mul_apply, Fintype.sum_sigma] at key
  have hrow : ∀ a, ∑ q : Fin (n a) × Fin (n a),
      dualTable D 1 ⟨a, q⟩ * elementTable D ⟨a, q⟩ g =
        (n a : ℂ) * (D a g).trace / (Fintype.card G : ℂ) := by
    intro a
    rw [Fintype.sum_prod_type]
    simp only [dualTable, elementTable, Matrix.of_apply, inv_one, map_one, Matrix.one_apply,
      mul_ite, mul_one, mul_zero, ite_mul, zero_mul, Finset.sum_ite_eq', Finset.mem_univ,
      if_true, Matrix.trace, Matrix.diag_apply]
    rw [← Finset.mul_sum]
    ring
  simp only [hrow] at key
  rw [← Finset.sum_div, div_eq_iff hG, Matrix.one_apply] at key
  rw [key]
  by_cases hg : g = 1
  · rw [if_pos hg.symm, if_pos hg, one_mul]
  · rw [if_neg (Ne.symm hg), if_neg hg, zero_mul]

/-- For a list obeying the great orthogonality relation and the sum rule, the character overlaps
of any representation `Γ` with the species, weighted by the species dimensions, add up to the
group order times the dimension of `Γ`. -/
theorem sum_dim_mul_overlap {m : Type*} [Fintype m] [DecidableEq m]
    (h : GreatOrthogonality D) (hn : ∑ a, n a ^ 2 = Fintype.card G) (Γ : G →* Matrix m m ℂ) :
    ∑ a, (n a : ℂ) * ∑ g, (D a g).trace * (Γ g⁻¹).trace =
      (Fintype.card G : ℂ) * (Fintype.card m : ℂ) := by
  classical
  calc ∑ a, (n a : ℂ) * ∑ g, (D a g).trace * (Γ g⁻¹).trace
      = ∑ g, (∑ a, (n a : ℂ) * (D a g).trace) * (Γ g⁻¹).trace := by
        simp only [Finset.mul_sum, Finset.sum_mul, mul_assoc]
        exact Finset.sum_comm
    _ = (Fintype.card G : ℂ) * (Fintype.card m : ℂ) := by
        simp only [sum_dim_mul_character D h hn, ite_mul, zero_mul, Finset.sum_ite_eq',
          Finset.mem_univ, if_true, inv_one, map_one, Matrix.trace_one]

/-- The list is complete: if it obeys the great orthogonality relation and the sum rule, every
representation of positive dimension has a non-zero character overlap with a listed species. -/
theorem exists_species_overlap {m : Type*} [Fintype m] [DecidableEq m] [Nonempty m]
    (h : GreatOrthogonality D) (hn : ∑ a, n a ^ 2 = Fintype.card G) (Γ : G →* Matrix m m ℂ) :
    ∃ a, ∑ g, (D a g).trace * (Γ g⁻¹).trace ≠ 0 := by
  by_contra! hz
  have hd := sum_dim_mul_overlap D h hn Γ
  simp only [hz, mul_zero, Finset.sum_const_zero] at hd
  exact mul_ne_zero (Nat.cast_ne_zero.mpr Fintype.card_ne_zero)
    (Nat.cast_ne_zero.mpr Fintype.card_ne_zero) hd.symm

/-- The dimensions 1, 1, 2 of the species A1, A2, E of the point group C3v. -/
def c3vDim : Fin 3 → ℕ := ![1, 1, 2]

/-- Matrix elements of E for a permutation of the three vertices of a triangle, in the basis
`e0 - e2`, `e1 - e2` of vertex differences. -/
def c3vE (g : Equiv.Perm (Fin 3)) (i j : ℕ) : ℤ :=
  (if (g (if j = 0 then 0 else 1) : ℕ) = i then 1 else 0) - (if (g 2 : ℕ) = i then 1 else 0)

/-- Matrix elements of the three species of C3v: A1 is constant, A2 is the determinant of E. -/
def c3vEntry (a : Fin 3) (g : Equiv.Perm (Fin 3)) (i j : ℕ) : ℤ :=
  if a = 0 then 1
  else if a = 1 then c3vE g 0 0 * c3vE g 1 1 - c3vE g 0 1 * c3vE g 1 0
  else c3vE g i j

/-- The species A1, A2, E of C3v as complex matrix representations. -/
def c3v (a : Fin 3) :
    Equiv.Perm (Fin 3) →* Matrix (Fin (c3vDim a)) (Fin (c3vDim a)) ℂ where
  toFun g := Matrix.of fun i j => ((c3vEntry a g i j : ℤ) : ℂ)
  map_one' := by
    have h1 : ∀ (a : Fin 3) (i j : Fin (c3vDim a)),
        c3vEntry a 1 i j = if i = j then 1 else 0 := by decide +kernel
    ext i j
    rw [Matrix.of_apply, h1, Matrix.one_apply]
    split_ifs <;> simp
  map_mul' g h := by
    have h2 : ∀ (a : Fin 3) (g h : Equiv.Perm (Fin 3)) (i j : Fin (c3vDim a)),
        c3vEntry a (g * h) i j =
          ∑ k : Fin (c3vDim a), c3vEntry a g i k * c3vEntry a h k j := by decide +kernel
    ext i j
    rw [Matrix.mul_apply, Matrix.of_apply, h2, Int.cast_sum]
    simp only [Int.cast_mul, Matrix.of_apply]

/-- The species A1, A2, E of C3v obey the great orthogonality relation, and their squared
dimensions add up to the group order. -/
theorem c3v_witness : GreatOrthogonality c3v ∧
    ∑ a, c3vDim a ^ 2 = Fintype.card (Equiv.Perm (Fin 3)) := by
  have hs : ∀ (a : Fin 3) (i j k l : Fin (c3vDim a)),
      (c3vDim a : ℤ) * ∑ g, c3vEntry a g i j * c3vEntry a g⁻¹ k l =
        if i = l ∧ j = k then (Fintype.card (Equiv.Perm (Fin 3)) : ℤ) else 0 := by
    decide +kernel
  have hm : ∀ (a b : Fin 3), a ≠ b → ∀ (i j : Fin (c3vDim a)) (k l : Fin (c3vDim b)),
      ∑ g, c3vEntry a g i j * c3vEntry b g⁻¹ k l = 0 := by
    decide +kernel
  refine ⟨⟨fun a i j k l => ?_, fun a b hab i j k l => ?_⟩, by decide +kernel⟩
  · have h := congrArg (Int.cast : ℤ → ℂ) (hs a i j k l)
    push_cast at h
    exact h
  · have h := congrArg (Int.cast : ℤ → ℂ) (hm a b hab i j k l)
    push_cast at h
    exact h

end

end CompleteSpeciesList
```

```lean
#print axioms CompleteSpeciesList.sum_sq_dim_le_card
#print axioms CompleteSpeciesList.sum_dim_mul_character
#print axioms CompleteSpeciesList.exists_species_overlap
```

```
'CompleteSpeciesList.sum_sq_dim_le_card' depends on axioms: [propext, Classical.choice, Quot.sound]
'CompleteSpeciesList.sum_dim_mul_character' depends on axioms: [propext, Classical.choice, Quot.sound]
'CompleteSpeciesList.exists_species_overlap' depends on axioms: [propext, Classical.choice, Quot.sound]
```

## Hypotheses, proof steps and limits

Each `D a` is a multiplicative map from `G` to complex matrices that sends 1 to the identity matrix. The index type `ι` labels the species, and `n a` is the size of species `a`. `GreatOrthogonality` is a hypothesis, with fields `same` and `mixed` for the two relations above. The textbook theorem of that name derives these relations for irreducible, pairwise inequivalent representations; here they must be supplied. Unitarity is not required, and a species of size zero is allowed but contributes nothing.

`elementTable` and `dualTable` are $T$ and $S$. The theorem `elementTable_mul_dualTable` takes the constants out of the group sum, then treats equal and different species separately. `sum_sq_dim_le_card` is the rank comparison.

In `dualTable_mul_elementTable`, the rows and columns carry different kinds of label even when their numbers agree. The bijection `e` relabels the rows by group elements, `mul_eq_one_comm` reverses the product, and the relabelling is then undone. `sum_dim_mul_character` reads the row at 1 and collapses the sum over $i,j$ to a trace. `sum_dim_mul_overlap` exchanges the sums, and `exists_species_overlap` follows by contradiction: if all overlaps vanished, $|G|\dim\Gamma$ would be zero.

The theorem `c3v_witness` confirms the hypotheses for $C_{3v}$, realised as the permutations of three vertices. The matrices of $E$ use the non-orthogonal basis `e0 - e2`, `e1 - e2`, so their entries are integers and they are not all unitary. `decide +kernel` checks the finite integer relations, which are then transferred to complex numbers.

Continuous groups such as $C_{\infty v}$, projective representations and antiunitary operations fall outside these hypotheses. The double group of a finite point group is itself a finite group, so the result applies to it, provided all its species are listed, including the single-valued ones.
